# Row and column covers, rank, and the number of products in a two-block operator

Cut a chain of orbitals into a left and a right block. Take operators L₀, L₁ on the left, R₀, R₁ on the right, and numbers C₀₀, C₀₁, C₁₀, with C₁₁ = 0:

O = C₀₀ L₀⊗R₀ + C₀₁ L₀⊗R₁ + C₁₀ L₁⊗R₀

Every nonzero coefficient lies in row 0 or column 0. Collect row 0 first, and then what remains of column 0:

O = L₀ ⊗ (C₀₀ R₀ + C₀₁ R₁) + (C₁₀ L₁) ⊗ R₀

Three products have become two, one for each chosen row or column. In DMRG for quantum chemistry the bracketed sums are complementary operators, and the number of products is the bond dimension of a matrix product operator at the cut; the model below treats a single cut with finitely many block operators, with fermionic signs already absorbed into them or into C.

## The objects

In Lean 4 with Mathlib:

```lean
import Mathlib

open scoped TensorProduct
open Matrix

namespace BipartiteMPO

variable {K : Type*} [Field K] {m n : Type*} [Fintype m] [Fintype n]
variable {V W : Type*} [AddCommGroup V] [Module K V] [AddCommGroup W] [Module K W]
```

K is any field, for instance ℝ or ℂ. The finite types `m` and `n` label the left and right operators; |m| and |n| are their sizes. V and W are vector spaces over K that contain the left-block and right-block operators, and they may have any dimension. Within a block only sums and scalar multiples of operators are used: no products of two operators of the same block, no adjoints and no symmetry labels.

```lean
/-- The two-block operator `∑ C_ab L_a ⊗ R_b` built from left-block operators `L_a`,
right-block operators `R_b` and a coefficient matrix `C`. -/
noncomputable def opSum (C : Matrix m n K) (L : m → V) (R : n → W) : V ⊗[K] W :=
  ∑ a, ∑ b, C a b • (L a ⊗ₜ[K] R b)
```

`L : m → V` is a family L_a, `⊗ₜ[K]` is the product of two vectors in V ⊗ W, and `•` is multiplication by a scalar. So `opSum C L R` is

O = Σ_a Σ_b C_ab L_a ⊗ R_b

```lean
/-- Rows `A` and columns `B` cover `C` if every nonzero entry lies in a row of `A`
or a column of `B`. -/
def IsCover (C : Matrix m n K) (A : Finset m) (B : Finset n) : Prop :=
  ∀ a b, C a b ≠ 0 → a ∈ A ∨ b ∈ B
```

A is a set of rows and B a set of columns. They cover C when C_ab ≠ 0 implies a ∈ A or b ∈ B. Only the positions of the nonzero entries matter. The example has A = {0}, B = {0}.

```lean
/-- The set of sizes `|A| + |B|` of covers `(A, B)` of `C`. -/
def coverSizes (C : Matrix m n K) : Set ℕ :=
  {k | ∃ A B, IsCover C A B ∧ A.card + B.card = k}
```

This is the set of numbers |A| + |B| reached by some cover; `A.card` is |A|.

```lean
/-- `T` is a sum of `r` products of a left-block and a right-block operator. -/
def IsSumOfProducts (T : V ⊗[K] W) (r : ℕ) : Prop :=
  ∃ (l : Fin r → V) (ρ : Fin r → W), T = ∑ k, l k ⊗ₜ[K] ρ k
```

`Fin r` is the index set 0, …, r−1. The statement is that there are l_k in V and ρ_k in W with

T = Σ_k l_k ⊗ ρ_k

Factors may vanish, so r terms means at most r nonzero products, and r = 0 means T = 0.

```lean
/-- Complementary right operator of row `a`: `∑_b C_ab R_b`. -/
def compR (C : Matrix m n K) (R : n → W) (a : m) : W :=
  ∑ b, C a b • R b
```

P_a = Σ_b C_ab R_b

The sum runs over all columns.

```lean
/-- Complementary left operator of column `b`: `∑_{a ∉ A} C_ab L_a`. -/
def compL [DecidableEq m] (C : Matrix m n K) (A : Finset m) (L : m → V) (b : n) : V :=
  ∑ a ∈ Aᶜ, C a b • L a
```

Q_b = Σ_{a∉A} C_ab L_a

Here `Aᶜ` is the complement of A. It is an easy mistake to sum over all rows by analogy with P_a. An entry with a ∈ A and b ∈ B is then counted twice; in the example C₀₀ L₀⊗R₀ would appear in both products.

## A cover gives |A| + |B| products

```lean
/-- For a cover `(A, B)` the operator is a sum of one normal-complementary product per row
in `A` and one complementary-normal product per column in `B`. -/
theorem opSum_eq_of_cover [DecidableEq m] {C : Matrix m n K} {A : Finset m} {B : Finset n}
    (h : IsCover C A B) (L : m → V) (R : n → W) :
    opSum C L R = ∑ a ∈ A, L a ⊗ₜ[K] compR C R a + ∑ b ∈ B, compL C A L b ⊗ₜ[K] R b := by
  have h1 : ∑ a ∈ A, ∑ b, C a b • (L a ⊗ₜ[K] R b) = ∑ a ∈ A, L a ⊗ₜ[K] compR C R a := by
    refine Finset.sum_congr rfl fun a _ => ?_
    simp only [compR, TensorProduct.tmul_sum, TensorProduct.tmul_smul]
  -- in a row outside `A` only the columns in `B` contribute
  have h2 : ∑ a ∈ Aᶜ, ∑ b, C a b • (L a ⊗ₜ[K] R b)
      = ∑ a ∈ Aᶜ, ∑ b ∈ B, C a b • (L a ⊗ₜ[K] R b) := by
    refine Finset.sum_congr rfl fun a ha => ?_
    refine (Finset.sum_subset (Finset.subset_univ B) fun b _ hb => ?_).symm
    have h0 : C a b = 0 := by
      by_contra hne
      rcases h a b hne with h' | h'
      · exact (Finset.mem_compl.mp ha) h'
      · exact hb h'
    rw [h0, zero_smul]
  have h3 : ∑ a ∈ Aᶜ, ∑ b ∈ B, C a b • (L a ⊗ₜ[K] R b)
      = ∑ b ∈ B, compL C A L b ⊗ₜ[K] R b := by
    rw [Finset.sum_comm]
    refine Finset.sum_congr rfl fun b _ => ?_
    simp only [compL, TensorProduct.sum_tmul, TensorProduct.smul_tmul']
  rw [← h1, ← h3, ← h2]
  exact (Finset.sum_add_sum_compl A _).symm
```

In the docstring, "normal" means one of the original operators L_a or R_b, not an operator that commutes with its adjoint. For a cover and arbitrary families L and R,

O = Σ_{a∈A} L_a ⊗ P_a + Σ_{b∈B} Q_b ⊗ R_b

By hand, split the row sum into A and its complement, which is the last line of the proof. For a ∈ A, linearity in the second factor gives (`h1`)

Σ_b C_ab L_a⊗R_b = L_a ⊗ P_a

For a ∉ A and b ∉ B the cover forces C_ab = 0 (`h0`), so b may be restricted to B (`h2`). Exchanging the sums and using linearity in the first factor gives (`h3`)

Σ_{a∉A} Σ_{b∈B} C_ab L_a⊗R_b = Σ_{b∈B} Q_b ⊗ R_b

```lean
/-- For a cover `(A, B)` the operator is a sum of `|A| + |B|` products. -/
theorem isSumOfProducts_of_cover {C : Matrix m n K} {A : Finset m} {B : Finset n}
    (h : IsCover C A B) (L : m → V) (R : n → W) :
    IsSumOfProducts (opSum C L R) (A.card + B.card) := by
  classical
  obtain ⟨e⟩ : Nonempty (({a // a ∈ A} ⊕ {b // b ∈ B}) ≃ Fin (A.card + B.card)) :=
    ⟨Fintype.equivFinOfCardEq (by simp)⟩
  refine ⟨fun k => Sum.elim (fun a : {a // a ∈ A} => L a)
      (fun b : {b // b ∈ B} => compL C A L b) (e.symm k),
    fun k => Sum.elim (fun a : {a // a ∈ A} => compR C R a)
      (fun b : {b // b ∈ B} => R b) (e.symm k), ?_⟩
  rw [opSum_eq_of_cover h, ← Finset.sum_coe_sort A, ← Finset.sum_coe_sort B,
    ← Equiv.sum_comp e]
  simp only [Equiv.symm_apply_apply, Fintype.sum_sum_type, Sum.elim_inl, Sum.elim_inr]
```

The two sums are merged into one list. The bijection `e` numbers the members of A and of B, kept apart as a disjoint union `⊕`, by 0, …, |A|+|B|−1. A row a supplies the pair (L_a, P_a) and a column b the pair (Q_b, R_b). In the limiting case C = 0 the empty sets form a cover, and O is the empty sum.

## The rank bounds the number of products from below

```lean
/-- Linearly independent operators `L_a` admit linear functionals `f_a` with
`f_a (L_a') = δ_aa'`. -/
theorem exists_dual {ι : Type*} [DecidableEq ι] {L : ι → V} (hL : LinearIndependent K L) :
    ∃ f : ι → V →ₗ[K] K, ∀ a a', f a (L a') = if a' = a then 1 else 0 := by
  have hinj : Function.Injective (Finsupp.linearCombination K L) := hL
  obtain ⟨g, hg⟩ := LinearMap.exists_leftInverse_of_injective
    (Finsupp.linearCombination K L) (LinearMap.ker_eq_bot.mpr hinj)
  refine ⟨fun a => Finsupp.lapply a ∘ₗ g, fun a a' => ?_⟩
  have h1 : g (L a') = Finsupp.single a' 1 := by
    simpa using LinearMap.congr_fun hg (Finsupp.single a' 1)
  simp [h1, Finsupp.single_apply]
```

A linearly independent family has dual functionals f_a with

f_a(L_a′) = δ_aa′

Independence says that the map sending coefficients c to Σ_a c_a L_a is injective (`hinj`). An injective linear map has a linear left inverse `g`, which sends L_a′ to the unit coefficient vector at a′ (`h1`), and f_a reads off its component a.

```lean
/-- If the block operators are linearly independent and the operator is a sum of `r`
products, then `rank C ≤ r`. -/
theorem rank_le_of_isSumOfProducts {C : Matrix m n K} {L : m → V} {R : n → W}
    (hL : LinearIndependent K L) (hR : LinearIndependent K R) {r : ℕ}
    (h : IsSumOfProducts (opSum C L R) r) : C.rank ≤ r := by
  classical
  obtain ⟨f, hf⟩ := exists_dual hL
  obtain ⟨g, hg⟩ := exists_dual hR
  obtain ⟨l, ρ, h⟩ := h
  -- applying `f_a ⊗ g_b` factorises `C` through `K^r`
  have hC : C = (Matrix.of fun a k => f a (l k)) * (Matrix.of fun k b => g b (ρ k)) := by
    ext a b
    obtain ⟨φ, hφ⟩ : ∃ φ : V ⊗[K] W →ₗ[K] K, ∀ x y, φ (x ⊗ₜ[K] y) = f a x * g b y :=
      ⟨LinearMap.mul' K K ∘ₗ TensorProduct.map (f a) (g b), fun x y => by simp⟩
    have h1 := congrArg φ h
    simp only [opSum, map_sum, map_smul, hφ, hf, hg] at h1
    simpa [Matrix.mul_apply] using h1
  refine (congrArg Matrix.rank hC).le.trans ((Matrix.rank_mul_le_left _ _).trans ?_)
  exact (Matrix.rank_le_card_width _).trans (Fintype.card_fin r).le
```

Suppose both families are independent, with duals f_a and g_b, and O = Σ_k l_k ⊗ ρ_k has r terms. For fixed a and b let φ be the linear functional with φ(x ⊗ y) = f_a(x) g_b(y). On the defining double sum the two deltas leave C_ab, so `congrArg φ h`, which applies φ to both sides, yields

C_ab = Σ_k f_a(l_k) g_b(ρ_k)

This is `hC`: C = F G with F_ak = f_a(l_k) and G_kb = g_b(ρ_k). Since F has r columns,

rank C ≤ rank F ≤ r

Independence is assumed, not derived for any particular fermionic operators. It matters: with all L_a = 0 the operator is the empty sum whatever C is.

```lean
/-- The rank of `C` is at most the size `|A| + |B|` of any cover. -/
theorem rank_le_of_cover {C : Matrix m n K} {A : Finset m} {B : Finset n}
    (h : IsCover C A B) : C.rank ≤ A.card + B.card :=
  rank_le_of_isSumOfProducts (Pi.basisFun K m).linearIndependent
    (Pi.basisFun K n).linearIndependent (isSumOfProducts_of_cover h _ _)
```

The bound rank C ≤ |A| + |B| concerns the matrix alone. The proof chooses V = K^m and W = K^n with their standard bases `Pi.basisFun`, which are independent, and feeds the cover decomposition into the previous theorem.

```lean
/-- The operator is always a sum of `rank C` products. -/
theorem isSumOfProducts_rank (C : Matrix m n K) (L : m → V) (R : n → W) :
    IsSumOfProducts (opSum C L R) C.rank := by
  classical
  let S : Submodule K (m → K) := LinearMap.range C.mulVecLin
  obtain ⟨v⟩ : Nonempty (Module.Basis (Fin C.rank) K S) := ⟨Module.finBasis K S⟩
  obtain ⟨c, hc⟩ : ∃ c : n → S, ∀ a b, S.subtype (c b) a = C a b := by
    refine ⟨fun b => ⟨C.mulVecLin (Pi.single b 1), LinearMap.mem_range_self _ _⟩,
      fun a b => ?_⟩
    show ∑ j, C a j * (Pi.single b (1 : K) : n → K) j = C a b
    simp [Pi.single_apply]
  -- expand each column in a basis of the column space
  have hC : ∀ a b, C a b = ∑ k, S.subtype (v k) a * v.repr (c b) k := by
    intro a b
    have h2 := congrArg (fun x => S.subtype x a) (v.sum_repr (c b))
    simp only [map_sum, map_smul, Finset.sum_apply, Pi.smul_apply, smul_eq_mul] at h2
    exact (hc a b).symm.trans (h2.symm.trans (Finset.sum_congr rfl fun k _ => mul_comm _ _))
  refine ⟨fun k => ∑ a, S.subtype (v k) a • L a, fun k => ∑ b, v.repr (c b) k • R b, ?_⟩
  symm
  simp only [TensorProduct.sum_tmul]
  simp only [TensorProduct.tmul_sum, TensorProduct.smul_tmul_smul]
  rw [Finset.sum_comm]
  refine Finset.sum_congr rfl fun a _ => ?_
  rw [Finset.sum_comm]
  refine Finset.sum_congr rfl fun b _ => ?_
  rw [← Finset.sum_smul, ← hC a b]
```

The rank is always attained, with no condition on L or R. `S` is the column space of C, whose dimension is the rank. Let v_k be a basis of it and c_b the column b of C. Expanding each column, with x_kb its coordinates `v.repr (c b) k`, gives (`hC`)

C_ab = Σ_k v_k(a) x_kb

and therefore

O = Σ_k (Σ_a v_k(a) L_a) ⊗ (Σ_b x_kb R_b)

The remaining lines expand this product, move the k sum inside and recognise C_ab. Both factors are now linear combinations, whereas each product from a cover keeps one factor as an original L_a or R_b.

```lean
/-- For linearly independent block operators the least number of products that
represents the operator is `rank C`. -/
theorem isLeast_rank (C : Matrix m n K) {L : m → V} {R : n → W}
    (hL : LinearIndependent K L) (hR : LinearIndependent K R) :
    IsLeast {r | IsSumOfProducts (opSum C L R) r} C.rank :=
  ⟨isSumOfProducts_rank C L R, fun _ h => rank_le_of_isSumOfProducts hL hR h⟩
```

`IsLeast` says that a number belongs to a set and is at most every member of it. For independent families, rank C products suffice and fewer do not; the two halves are the last theorem and `rank_le_of_isSumOfProducts`.

## A smallest cover can exceed the rank

```lean
/-- The coefficient matrix with all entries equal to one. -/
def ones (K m n : Type*) [Field K] : Matrix m n K :=
  Matrix.of fun _ _ => 1
```

Call this matrix J; J_ab = 1 for all a and b.

```lean
/-- The all-ones matrix with nonempty index sets has rank one. -/
theorem rank_ones [Nonempty m] [Nonempty n] : (ones K m n).rank = 1 := by
  classical
  apply le_antisymm
  · have h : ones K m n = ones K m (Fin 1) * ones K (Fin 1) n := by
      ext a b
      simp [ones, Matrix.mul_apply]
    rw [h]
    exact (Matrix.rank_mul_le_left _ _).trans
      ((Matrix.rank_le_card_width _).trans (Fintype.card_fin 1).le)
  · obtain ⟨a₀⟩ := ‹Nonempty m›
    obtain ⟨b₀⟩ := ‹Nonempty n›
    -- the entry `(a₀, b₀)` is an invertible `1 × 1` block
    have h : (1 : Matrix (Fin 1) (Fin 1) K)
        = (Matrix.of fun _ a => if a = a₀ then 1 else 0 : Matrix (Fin 1) m K) * (ones K m n *
          (Matrix.of fun b _ => if b = b₀ then 1 else 0 : Matrix n (Fin 1) K)) := by
      ext i j
      obtain rfl : i = j := Subsingleton.elim _ _
      simp [ones, Matrix.mul_apply]
    have h1 : (1 : Matrix (Fin 1) (Fin 1) K).rank = 1 := by
      rw [Matrix.rank_one, Fintype.card_fin]
    refine h1.ge.trans ((congrArg Matrix.rank h).le.trans ?_)
    exact (Matrix.rank_mul_le_right _ _).trans (Matrix.rank_mul_le_left _ _)
```

With at least one row and one column, rank J = 1. For the upper bound, J is a column of ones times a row of ones. For the lower bound, pick a row a₀ and a column b₀, with unit vectors u and w along them:

uᵀ J w = J_a₀b₀ = 1

The 1 × 1 identity has rank 1, and a product has rank at most that of each factor, so 1 ≤ rank J.

```lean
/-- The least cover size of the all-ones matrix is the smaller of its two dimensions. -/
theorem isLeast_coverSizes_ones :
    IsLeast (coverSizes (ones K m n)) (min (Fintype.card m) (Fintype.card n)) := by
  constructor
  · rcases le_total (Fintype.card m) (Fintype.card n) with h | h
    · exact ⟨Finset.univ, ∅, fun a _ _ => Or.inl (Finset.mem_univ a), by simp [h]⟩
    · exact ⟨∅, Finset.univ, fun _ b _ => Or.inr (Finset.mem_univ b), by simp [h]⟩
  · rintro k ⟨A, B, h, rfl⟩
    by_cases hA : ∀ a, a ∈ A
    · rw [Finset.eq_univ_iff_forall.mpr hA, Finset.card_univ]
      omega
    · -- a missing row forces every column into `B`
      obtain ⟨a, ha⟩ := not_forall.mp hA
      have hB : ∀ b, b ∈ B := fun b => (h a b (by simp [ones])).resolve_left ha
      rw [Finset.eq_univ_iff_forall.mpr hB, Finset.card_univ]
      omega
```

The least cover size of J is min(|m|, |n|), including empty index sets, where it is 0. All rows, or all columns, form a cover, and the shorter list attains the minimum. Conversely, either A contains every row and |A| = |m|, or some row a is missing; its entries are all nonzero, so B contains every column (`hB`) and |B| = |n|. The tactic `omega` closes the inequalities between natural numbers.

```lean
/-- The all-ones `2 × 2` matrix has rank one and least cover size two. -/
theorem ones_two_by_two :
    (ones K (Fin 2) (Fin 2)).rank = 1 ∧ IsLeast (coverSizes (ones K (Fin 2) (Fin 2))) 2 :=
  ⟨rank_ones, by simpa using isLeast_coverSizes_ones (K := K) (m := Fin 2) (n := Fin 2)⟩

end BipartiteMPO
```

For 2 × 2, with indices 0 and 1, the rank is 1 and the least cover has size 2. The cover A = {0, 1}, B = ∅ and the rank form read

O = L₀ ⊗ (R₀ + R₁) + L₁ ⊗ (R₀ + R₁) = (L₀ + L₁) ⊗ (R₀ + R₁)

With a single row or column the two counts for J agree, so this is the smallest all-ones matrix with a gap. A smallest cover is optimal among covers and can still use more products than the operator needs. How to find a smallest cover of a general C, and how the choices at successive cuts fit together along the chain, is not treated by these theorems.

```lean
#print axioms BipartiteMPO.rank_le_of_isSumOfProducts
#print axioms BipartiteMPO.rank_le_of_cover
#print axioms BipartiteMPO.isLeast_rank
#print axioms BipartiteMPO.ones_two_by_two
```

```
'BipartiteMPO.rank_le_of_isSumOfProducts' depends on axioms: [propext, Classical.choice, Quot.sound]
'BipartiteMPO.rank_le_of_cover' depends on axioms: [propext, Classical.choice, Quot.sound]
'BipartiteMPO.isLeast_rank' depends on axioms: [propext, Classical.choice, Quot.sound]
'BipartiteMPO.ones_two_by_two' depends on axioms: [propext, Classical.choice, Quot.sound]
```
